# In a multi-carrier Drude model, resistivity grows without bound at high field exactly when hole and electron densities balance

## Does a vanishing weak-field Hall signal signify compensation?

Let a conductor have finitely many carrier species. Species $i$ has zero-field conductivity $s_i>0$ and signed mobility $\mu_i\neq0$, positive for holes and negative for electrons. In a perpendicular magnetic field $B$, I add the Drude responses and take the real part of the inverse:

$$S(B)=\sum_i\frac{s_i}{1-i\mu_iB},\qquad \rho(B)=\operatorname{Re}\frac1{S(B)}.$$

(The $i$ in front of $\mu_i$ is the imaginary unit.) I have read that a compensated semimetal has a resistivity that keeps growing with field, while other metals saturate. But what has to be compensated? At weak field the Hall conductivity is $B\sum_i s_i\mu_i$, so I would have guessed that electrons and holes cancel when $\sum_i s_i\mu_i=0$. Yet I tried $s=(2,1)$, $\mu=(1,-2)$, which satisfies this, and $\rho$ only climbs from $1/3$ towards $1$. Which balance matters, and does it have to be exact?

## The balance is one of densities, and it has to be exact

The relevant sums are

$$h=\sum_i\frac{s_i}{\mu_i},\qquad a=\sum_i\frac{s_i}{\mu_i^2}.$$

The resistivity is unbounded at high field if and only if $h=0$. If every carrier has charge of magnitude $q$ and species $i$ has density $n_i$, then $s_i=qn_i|\mu_i|$, so $s_i/\mu_i=\pm qn_i$ and $h$ is the net charge density of the carriers. Your example has $h=3/2$ and $a=9/4$, and it saturates at $a/h^2=1$.

The physical reason is that at high field all species drift at nearly the same velocity, of magnitude $E/B$, across the electric field $E$, whatever their mobility. The leading Hall current therefore counts charge, whereas the weak-field one weights the charge of each species by the square of its mobility.

### The two high-field limits

Write $S=P+iQ$. Multiplying each term above and below by $1+i\mu_iB$ gives

$$P=\sum_i\frac{s_i}{1+\mu_i^2B^2},\qquad Q=\sum_i\frac{s_i\mu_iB}{1+\mu_i^2B^2},\qquad \rho=\frac{P}{P^2+Q^2}.$$

For $m\ne0$ and $B>0$,

$$\frac{B^2}{1+m^2B^2}=\frac1{B^{-2}+m^2}\longrightarrow\frac1{m^2}.$$

Summing over species with weights $s_i$ and $s_i\mu_i$ gives $B^2P\to a$ and $BQ\to h$.

**Unequal densities, $h\neq0$.** Multiply the numerator and denominator of $\rho$ by $B^2$:

$$\rho=\frac{B^2P}{(B^2P)^2B^{-2}+(BQ)^2}\longrightarrow\frac{a}{h^2}.$$

**Equal densities, $h=0$.** Now $BQ\to0$, which does not yet say how $Q$ compares with $P$. Subtracting $Bh=0$ settles it:

$$B^2Q=B^2Q-Bh=\sum_i\left(\frac{s_i\mu_iB^3}{1+\mu_i^2B^2}-\frac{s_iB}{\mu_i}\right)=-\frac1B\sum_i\frac{s_i}{\mu_i}\,\frac{B^2}{1+\mu_i^2B^2}\longrightarrow0.$$

Since $a>0$,

$$\frac{\rho}{B^2}=\frac{B^2P}{(B^2P)^2+(B^2Q)^2}\longrightarrow\frac{a}{a^2+0}=\frac1a.$$

So $\rho$ either approaches a finite value or grows as $B^2/a$, and this gives the equivalence.

**One and two species.** A single species has $1/S=(1-i\mu B)/s$, hence $\rho=1/s$ at every field. This agrees with the saturation value, because $a/h^2=(s/\mu^2)/(s/\mu)^2=1/s$.

For two species, a common denominator gives

$$S=\frac{s_1+s_2-iB(s_1\mu_2+s_2\mu_1)}{(1-i\mu_1B)(1-i\mu_2B)}.$$

For nonzero mobilities, $h=0$ is the same as $s_1\mu_2+s_2\mu_1=0$. The numerator is then the constant $s_1+s_2$, and inverting $S$ gives $(s_1+s_2)\rho(B)=1-\mu_1\mu_2B^2$ at every field. Exchange the conductivities in your example, so that $s=(1,2)$ and $\mu=(1,-2)$. The densities are now equal and $\rho=(1+2B^2)/3$, although $\sum_i s_i\mu_i=-3$.

### Species, fields and bounds in the Lean file

The species are the elements of a finite type `ι`, and `s` and `μ` are real functions on it. `conductivity s μ B` is $S(B)$, `resistivity s μ B` is $\rho(B)$, `netCharge s μ` is $h$ and `drag s μ` is $a$. The sign convention in $S$ corresponds to $J_x-iJ_y=S\,(E_x-iE_y)$ for current density $J$ and electric field $E$, with $B$ along $z$. Thus $P$ is the longitudinal conductivity and $Q=\sigma_{xy}$.

`unbounded_iff_compensated` assumes at least one species, all `s i` positive and all `μ i` nonzero. Its left side says that for every bound `M` and every field `B₀` there is a larger field `B` with `M < resistivity s μ B`. Its right side is `∑ i, s i / μ i = 0`. With no species Lean would set $1/0=0$, giving zero resistivity together with $h=0$, and `[Nonempty ι]` excludes this.

The limits themselves are `resistivity_saturates` and `resistivity_quadratic`, both for $B\to+\infty$. The first needs no positivity of the conductivities. `unbounded_iff_equal_densities` puts in $s_i=qn_i|\mu_i|$ with one charge magnitude `q` and states the condition as equality of the total densities with `0 < μ i` and with `μ i < 0`. `two_carrier_compensated` is the exact two-species law, with the two species entered as vectors such as `![s₁, s₂]`.

The model takes the zero-field conductivity $s_i$ and the mobility $\mu_i$ of each species as constants that do not change with $B$, which stands for isotropic pockets with fixed densities and one relaxation time each, responding independently. Open orbits, Landau quantisation and momentum transfer between pockets are absent from it.

```lean
import Mathlib

open Filter Topology

namespace HighFieldMagnetoresistance

noncomputable section

variable {ι : Type*} [Fintype ι]

/-- Complex conductivity, in the plane perpendicular to a magnetic field `B`, of carrier species
with zero-field conductivities `s i` and signed mobilities `μ i`. -/
def conductivity (s μ : ι → ℝ) (B : ℝ) : ℂ :=
  ∑ i, (s i : ℂ) / (1 - Complex.I * μ i * B)

/-- Longitudinal resistivity, the real part of the inverse complex conductivity. Where that
conductivity is zero, Lean assigns the value `0`, which has no physical meaning. -/
def resistivity (s μ : ι → ℝ) (B : ℝ) : ℝ := (1 / conductivity s μ B).re

/-- The sum of `s i / μ i` over the species, for nonzero mobilities. -/
def netCharge (s μ : ι → ℝ) : ℝ := ∑ i, s i / μ i

/-- The sum of `s i / (μ i)²` over the species, for nonzero mobilities. -/
def drag (s μ : ι → ℝ) : ℝ := ∑ i, s i / μ i ^ 2

/-- The real and imaginary parts of the complex conductivity are the Drude longitudinal and
Hall conductivities, summed over species. -/
theorem conductivity_re_im (s μ : ι → ℝ) (B : ℝ) :
    (conductivity s μ B).re = ∑ i, s i / (1 + (μ i * B) ^ 2) ∧
    (conductivity s μ B).im = ∑ i, s i * μ i * B / (1 + (μ i * B) ^ 2) := by
  unfold conductivity
  rw [Complex.re_sum, Complex.im_sum]
  constructor
  · refine Finset.sum_congr rfl fun i _ => ?_
    simp [Complex.div_re, Complex.normSq_apply]
    ring
  · refine Finset.sum_congr rfl fun i _ => ?_
    simp [Complex.div_im, Complex.normSq_apply]
    ring

/-- For a nonzero mobility `m`, the factor `B² / (1 + (m B)²)` tends to `1 / m²` at high
field. -/
theorem tendsto_drude_factor {m : ℝ} (hm : m ≠ 0) :
    Tendsto (fun B : ℝ => B ^ 2 / (1 + (m * B) ^ 2)) atTop (𝓝 (1 / m ^ 2)) := by
  have h0 : Tendsto (fun B : ℝ => 1 / ((B⁻¹) ^ 2 + m ^ 2)) atTop
      (𝓝 (1 / ((0 : ℝ) ^ 2 + m ^ 2))) :=
    tendsto_const_nhds.div ((tendsto_inv_atTop_zero.pow 2).add tendsto_const_nhds)
      (by simpa using hm)
  rw [show 1 / m ^ 2 = 1 / ((0 : ℝ) ^ 2 + m ^ 2) by simp]
  refine h0.congr' ?_
  filter_upwards [eventually_gt_atTop (0 : ℝ)] with B hB
  have hc : B * B⁻¹ = 1 := mul_inv_cancel₀ hB.ne'
  rw [div_eq_div_iff (by positivity) (by positivity)]
  generalize B⁻¹ = c at hc ⊢
  linear_combination (-(B * c + 1)) * hc

/-- For nonzero mobilities, at high field `B²` times the longitudinal conductivity tends to `drag`
and `B` times the Hall conductivity tends to `netCharge`. -/
theorem tendsto_conductivity (s : ι → ℝ) {μ : ι → ℝ} (hμ : ∀ i, μ i ≠ 0) :
    Tendsto (fun B => B ^ 2 * (conductivity s μ B).re) atTop (𝓝 (drag s μ)) ∧
    Tendsto (fun B => B * (conductivity s μ B).im) atTop (𝓝 (netCharge s μ)) := by
  constructor
  · have h := tendsto_finsetSum Finset.univ
      (fun i _ => (tendsto_drude_factor (hμ i)).const_mul (s i))
    convert h using 1
    · funext B
      rw [(conductivity_re_im s μ B).1, Finset.mul_sum]
      exact Finset.sum_congr rfl fun i _ => by ring
    · simp only [drag, mul_one_div]
  · have h := tendsto_finsetSum Finset.univ
      (fun i _ => (tendsto_drude_factor (hμ i)).const_mul (s i * μ i))
    convert h using 1
    · funext B
      rw [(conductivity_re_im s μ B).2, Finset.mul_sum]
      exact Finset.sum_congr rfl fun i _ => by ring
    · congr 1
      refine Finset.sum_congr rfl fun i _ => ?_
      have := hμ i
      field_simp

/-- For nonzero mobilities with `netCharge = 0`, `B²` times the Hall conductivity tends to zero at
high field. -/
theorem tendsto_hall_compensated {s μ : ι → ℝ} (hμ : ∀ i, μ i ≠ 0)
    (h0 : netCharge s μ = 0) :
    Tendsto (fun B => B ^ 2 * (conductivity s μ B).im) atTop (𝓝 0) := by
  have h := (tendsto_inv_atTop_zero (𝕜 := ℝ)).mul (tendsto_finsetSum Finset.univ
    (fun i _ => (tendsto_drude_factor (hμ i)).const_mul (-(s i / μ i))))
  rw [zero_mul] at h
  refine h.congr' ?_
  filter_upwards [eventually_gt_atTop (0 : ℝ)] with B hB
  -- subtract the vanishing leading term `B * netCharge`
  have h1 : B ^ 2 * (conductivity s μ B).im = B ^ 2 * (conductivity s μ B).im
      - B * netCharge s μ := by rw [h0]; ring
  rw [h1, (conductivity_re_im s μ B).2, netCharge, Finset.mul_sum, Finset.mul_sum,
    Finset.mul_sum, ← Finset.sum_sub_distrib]
  refine Finset.sum_congr rfl fun i _ => ?_
  have hi := hμ i
  have hD : 1 + (μ i * B) ^ 2 ≠ 0 := by positivity
  field_simp
  ring

/-- For nonzero mobilities and `netCharge ≠ 0`, the resistivity saturates at high field at
the value `drag / netCharge²`. -/
theorem resistivity_saturates {s μ : ι → ℝ} (hμ : ∀ i, μ i ≠ 0)
    (h0 : netCharge s μ ≠ 0) :
    Tendsto (resistivity s μ) atTop (𝓝 (drag s μ / netCharge s μ ^ 2)) := by
  obtain ⟨hP, hQ⟩ := tendsto_conductivity s hμ
  have h := hP.div (((hP.pow 2).mul (tendsto_inv_atTop_zero.pow 2)).add (hQ.pow 2))
    (by simpa using h0)
  rw [show drag s μ ^ 2 * (0 : ℝ) ^ 2 + netCharge s μ ^ 2 = netCharge s μ ^ 2 by ring] at h
  refine h.congr' ?_
  filter_upwards [eventually_gt_atTop (0 : ℝ)] with B hB
  have hc : B * B⁻¹ = 1 := mul_inv_cancel₀ hB.ne'
  rw [resistivity, one_div, Complex.inv_re, Complex.normSq_apply,
    ← mul_div_mul_left _ _ (pow_ne_zero 2 hB.ne')]
  simp only [Pi.div_apply]
  congr 1
  generalize B⁻¹ = c at hc ⊢
  linear_combination (B ^ 2 * (conductivity s μ B).re ^ 2 * (B * c + 1)) * hc

/-- For at least one species, positive conductivities, nonzero mobilities and
`netCharge = 0`, the resistivity grows as `B² / drag` at high field. -/
theorem resistivity_quadratic [Nonempty ι] {s μ : ι → ℝ} (hs : ∀ i, 0 < s i)
    (hμ : ∀ i, μ i ≠ 0) (h0 : netCharge s μ = 0) :
    0 < drag s μ ∧
    Tendsto (fun B => resistivity s μ B / B ^ 2) atTop (𝓝 (1 / drag s μ)) := by
  have ha : 0 < drag s μ := Finset.sum_pos
    (fun i _ => div_pos (hs i) (pow_pos (abs_pos.mpr (hμ i)) 2 |>.trans_eq (sq_abs _)))
    Finset.univ_nonempty
  refine ⟨ha, ?_⟩
  have hP := (tendsto_conductivity s hμ).1
  have h := hP.div ((hP.pow 2).add ((tendsto_hall_compensated hμ h0).pow 2))
    (by positivity)
  rw [show drag s μ / (drag s μ ^ 2 + (0 : ℝ) ^ 2) = 1 / drag s μ by
    rw [div_eq_div_iff (by positivity) ha.ne']; ring] at h
  refine h.congr' ?_
  filter_upwards [eventually_gt_atTop (0 : ℝ)] with B hB
  rw [resistivity, one_div, Complex.inv_re, Complex.normSq_apply, div_div,
    ← mul_div_mul_left _ _ (pow_ne_zero 2 hB.ne')]
  simp only [Pi.div_apply]
  congr 1
  ring

/-- For at least one species, positive conductivities and nonzero mobilities, the resistivity
exceeds every bound at arbitrarily high fields if and only if the sum of `s i / μ i`
vanishes. -/
theorem unbounded_iff_compensated [Nonempty ι] {s μ : ι → ℝ} (hs : ∀ i, 0 < s i)
    (hμ : ∀ i, μ i ≠ 0) :
    (∀ M B₀ : ℝ, ∃ B > B₀, M < resistivity s μ B) ↔ ∑ i, s i / μ i = 0 := by
  change _ ↔ netCharge s μ = 0
  constructor
  · intro h
    by_contra h0
    -- a saturating resistivity is eventually below its limit plus one
    obtain ⟨B₀, hB₀⟩ := eventually_atTop.mp
      ((resistivity_saturates hμ h0).eventually_lt_const (lt_add_one _))
    obtain ⟨B, hB, hM⟩ := h (drag s μ / netCharge s μ ^ 2 + 1) B₀
    exact lt_asymm hM (hB₀ B hB.le)
  · intro h0 M B₀
    obtain ⟨ha, hq⟩ := resistivity_quadratic hs hμ h0
    have ht := hq.pos_mul_atTop (one_div_pos.mpr ha)
      (tendsto_pow_atTop (α := ℝ) (two_ne_zero))
    obtain ⟨B, hM, hB, hpos⟩ := ((ht.eventually_gt_atTop M).and
      ((eventually_gt_atTop B₀).and (eventually_gt_atTop 0))).exists
    refine ⟨B, hB, ?_⟩
    rwa [div_mul_cancel₀ _ (pow_ne_zero 2 hpos.ne')] at hM

/-- For at least one species, with carrier charge `q > 0`, densities `n i > 0`, nonzero
mobilities and conductivities `q n |μ|`, the resistivity is unbounded at high field if and only
if the total densities of positive-mobility and negative-mobility carriers are equal. -/
theorem unbounded_iff_equal_densities [Nonempty ι] {n μ : ι → ℝ} {q : ℝ} (hq : 0 < q)
    (hn : ∀ i, 0 < n i) (hμ : ∀ i, μ i ≠ 0) :
    (∀ M B₀ : ℝ, ∃ B > B₀, M < resistivity (fun i => q * n i * |μ i|) μ B) ↔
      ∑ i with 0 < μ i, n i = ∑ i with μ i < 0, n i := by
  rw [unbounded_iff_compensated
    (fun i => mul_pos (mul_pos hq (hn i)) (abs_pos.mpr (hμ i))) hμ]
  have h : ∑ i, q * n i * |μ i| / μ i =
      q * (∑ i with 0 < μ i, n i - ∑ i with μ i < 0, n i) := by
    rw [Finset.sum_filter, Finset.sum_filter, ← Finset.sum_sub_distrib, Finset.mul_sum]
    refine Finset.sum_congr rfl fun i _ => ?_
    -- each species contributes its density with the sign of its mobility
    rcases lt_or_gt_of_ne (hμ i) with hi | hi
    · rw [abs_of_neg hi, if_neg (not_lt_of_ge hi.le), if_pos hi, mul_neg, neg_div,
        mul_div_cancel_right₀ _ (hμ i)]
      ring
    · rw [abs_of_pos hi, if_pos hi, if_neg (not_lt_of_ge hi.le),
        mul_div_cancel_right₀ _ (hμ i)]
      ring
  rw [h, mul_eq_zero, or_iff_right hq.ne', sub_eq_zero]

/-- For two species with positive conductivities and `s₁ μ₂ + s₂ μ₁ = 0`, the resistivity
times `s₁ + s₂` equals `1 - μ₁ μ₂ B²` at every field. -/
theorem two_carrier_compensated {s₁ s₂ μ₁ μ₂ : ℝ} (h₁ : 0 < s₁) (h₂ : 0 < s₂)
    (hc : s₁ * μ₂ + s₂ * μ₁ = 0) (B : ℝ) :
    (s₁ + s₂) * resistivity ![s₁, s₂] ![μ₁, μ₂] B = 1 - μ₁ * μ₂ * B ^ 2 := by
  have hd : ∀ m : ℝ, (1 - Complex.I * m * B : ℂ) ≠ 0 := fun m h => by
    have := congrArg Complex.re h
    simp at this
  have hσ : ((s₁ + s₂ : ℝ) : ℂ) ≠ 0 := Complex.ofReal_ne_zero.mpr (by positivity)
  have hc' : (s₁ * μ₂ + s₂ * μ₁ : ℂ) = 0 := by exact_mod_cast hc
  -- compensation removes the field from the numerator of the conductivity
  have hS : conductivity ![s₁, s₂] ![μ₁, μ₂] B = ((s₁ + s₂ : ℝ) : ℂ) /
      ((1 - Complex.I * μ₁ * B) * (1 - Complex.I * μ₂ * B)) := by
    simp only [conductivity, Fin.sum_univ_two, Matrix.cons_val_zero, Matrix.cons_val_one]
    rw [div_add_div _ _ (hd μ₁) (hd μ₂)]
    congr 1
    push_cast
    linear_combination (-Complex.I * B) * hc'
  rw [resistivity, ← Complex.re_ofReal_mul, hS, one_div_div, ← mul_div_assoc,
    mul_div_cancel_left₀ _ hσ]
  simp
  ring

end

end HighFieldMagnetoresistance
```

```lean
#print axioms HighFieldMagnetoresistance.unbounded_iff_equal_densities
#print axioms HighFieldMagnetoresistance.two_carrier_compensated
```

```
'HighFieldMagnetoresistance.unbounded_iff_equal_densities' depends on axioms: [propext, Classical.choice, Quot.sound]
'HighFieldMagnetoresistance.two_carrier_compensated' depends on axioms: [propext, Classical.choice, Quot.sound]
```

### From Drude sums to the equivalence

`conductivity_re_im` computes $P$ and $Q$ by taking real and imaginary parts term by term. `tendsto_drude_factor` is the limit of $B^2/(1+m^2B^2)$. It takes the limit of the form with $B^{-1}$ and then uses `congr'` to pass to the original expression, since the two agree for $B>0$. The identity $BB^{-1}=1$ enters through `linear_combination`.

`tendsto_conductivity` adds these limits with `tendsto_finsetSum`, using weights `s i` for $P$ and `s i * μ i` for $Q$. `tendsto_hall_compensated` follows the subtraction above: the step `h1` inserts $-Bh$, and `field_simp` and `ring` check the identity for each species.

In `resistivity_saturates` and `resistivity_quadratic`, the limit of the quotient is assembled first from the limits of its parts. The rewrite with `mul_div_mul_left` then multiplies the numerator and denominator by $B^2$, which identifies that quotient with $\rho$ or $\rho/B^2$. The second theorem also proves $a>0$, as a nonempty sum of positive terms.

For the equivalence, suppose first that $\rho$ is unbounded but $h\neq0$. Saturation keeps $\rho$ below $a/h^2+1$ from some field onwards, which contradicts unboundedness. Conversely, if $h=0$, then $\rho/B^2$ has a positive limit, so its product with $B^2$ tends to infinity (`pos_mul_atTop`). A field is then chosen that exceeds `B₀`, is positive and makes $\rho$ exceed `M`.

The density version splits on the sign of each mobility: a species contributes $+qn_i$ or $-qn_i$ to $h$, and the factor $q>0$ cancels. The two-species proof obtains `hS`, the conductivity with a constant numerator, from the compensation condition, then inverts it and takes the real part.

### How exact the compensation must be

Any nonzero $h$ gives saturation, but at the value $a/h^2$, which for a given $a$ grows without limit as $h$ tends to zero. Suppose pocket densities from a band-structure calculation are put into this model of independent, isotropic carriers. A small numerical imbalance between electrons and holes then turns unbounded growth into a plateau, so the computed high-field curve is only as trustworthy as the density difference.
